# For a positive dielectric tensor in two or more dimensions, the non-analytic force-constant term has a zone-centre limit only if all Born charges vanish

Let Up to a constant positive factor, the term is N(q)_ij = (q·Z)_i (q·Z)_j / (q·εq), with Born effective charges Z and an electronic dielectric tensor ε that satisfies q·εq > 0 for every q ≠ 0. In two or more dimensions, N(q) tends to a single matrix as q → 0 if and only if Z = 0; in particular, q qᵀ/(qᵀq) has no limit at the origin of the plane.

```lean
import Mathlib

open Matrix Filter Topology

namespace BornChargeNonAnalytic

noncomputable section

variable {n m : Type*} [Fintype n]

/-- The non-analytic force-constant term `(q·Z)_i (q·Z)_j / (q·εq)` for Born charges `Z` and
dielectric tensor `ε`, in units where `4π/Ω = 1`. Its domain is `q·εq ≠ 0`. -/
def nonAnalytic (Z : Matrix n m ℝ) (ε : Matrix n n ℝ) (q : n → ℝ) : Matrix m m ℝ :=
  Matrix.of fun i j => (q ᵥ* Z) i * (q ᵥ* Z) j / (q ⬝ᵥ ε *ᵥ q)

/-- The quadratic form of the non-analytic term in a displacement pattern `x` is `(q·Z x)²` divided
by `q·εq`. -/
theorem quadratic_form [Fintype m] (Z : Matrix n m ℝ) (ε : Matrix n n ℝ)
    (q : n → ℝ) (x : m → ℝ) :
    x ⬝ᵥ nonAnalytic Z ε q *ᵥ x = ((q ᵥ* Z) ⬝ᵥ x) ^ 2 / (q ⬝ᵥ ε *ᵥ q) := by
  unfold nonAnalytic
  generalize q ⬝ᵥ ε *ᵥ q = s
  generalize q ᵥ* Z = u
  simp only [dotProduct, Matrix.mulVec, Matrix.of_apply, Finset.mul_sum]
  rw [sq, Finset.sum_mul_sum, Finset.sum_div]
  refine Finset.sum_congr rfl fun i _ => ?_
  rw [Finset.sum_div]
  exact Finset.sum_congr rfl fun j _ => by ring

/-- For a positive dielectric tensor and a nonzero wavevector, the non-analytic term is
positive semidefinite. -/
theorem nonAnalytic_posSemidef [Fintype m] (Z : Matrix n m ℝ) {ε : Matrix n n ℝ}
    (hε : ∀ q : n → ℝ, q ≠ 0 → 0 < q ⬝ᵥ ε *ᵥ q) {q : n → ℝ} (hq : q ≠ 0) :
    (nonAnalytic Z ε q).PosSemidef := by
  refine Matrix.PosSemidef.of_dotProduct_mulVec_nonneg ?_ fun x => ?_
  · refine Matrix.IsHermitian.ext fun i j => ?_
    simp only [nonAnalytic, Matrix.of_apply, star_trivial]
    ring
  · rw [star_trivial, quadratic_form]
    exact div_nonneg (sq_nonneg _) (hε q hq).le

/-- The non-analytic term is unchanged when the wavevector is multiplied by a nonzero number. -/
theorem nonAnalytic_smul (Z : Matrix n m ℝ) (ε : Matrix n n ℝ) {c : ℝ} (hc : c ≠ 0)
    (q : n → ℝ) : nonAnalytic Z ε (c • q) = nonAnalytic Z ε q := by
  have key : ∀ u v s : ℝ, c * u * (c * v) / (c * (c * s)) = u * v / s := by
    intro u v s
    rw [show c * u * (c * v) = c * c * (u * v) by ring, ← mul_assoc c c s,
      mul_div_mul_left _ _ (mul_ne_zero hc hc)]
  ext i j
  simp only [nonAnalytic, Matrix.of_apply, Matrix.smul_vecMul, Matrix.mulVec_smul,
    smul_dotProduct, dotProduct_smul, Pi.smul_apply, smul_eq_mul]
  exact key _ _ _

/-- Approaching the zone centre along the line through `q`, the non-analytic term tends to
its value at `q`. -/
theorem tendsto_along_ray (Z : Matrix n m ℝ) (ε : Matrix n n ℝ) (q : n → ℝ) :
    Tendsto (fun t : ℝ => nonAnalytic Z ε (t • q)) (𝓝[≠] 0) (𝓝 (nonAnalytic Z ε q)) := by
  refine tendsto_const_nhds.congr' ?_
  filter_upwards [self_mem_nhdsWithin] with t ht
  exact (nonAnalytic_smul Z ε ht q).symm

/-- In at least two dimensions and for a positive dielectric tensor, the non-analytic term has
a limit at the zone centre if and only if all Born effective charges vanish. -/
theorem limit_exists_iff [Nontrivial n] (Z : Matrix n m ℝ) {ε : Matrix n n ℝ}
    (hε : ∀ q : n → ℝ, q ≠ 0 → 0 < q ⬝ᵥ ε *ᵥ q) :
    (∃ L, Tendsto (nonAnalytic Z ε) (𝓝[≠] 0) (𝓝 L)) ↔ Z = 0 := by
  classical
  constructor
  · rintro ⟨L, hL⟩
    -- a full limit must agree with the limit along every ray
    have hconst : ∀ q : n → ℝ, q ≠ 0 → nonAnalytic Z ε q = L := by
      intro q hq
      have hray : Tendsto (fun t : ℝ => t • q) (𝓝[≠] 0) (𝓝[≠] 0) := by
        refine tendsto_nhdsWithin_iff.2 ⟨?_, ?_⟩
        · have hc : Continuous fun t : ℝ => t • q := by fun_prop
          exact (hc.tendsto' 0 0 (zero_smul ℝ q)).mono_left nhdsWithin_le_nhds
        · filter_upwards [self_mem_nhdsWithin] with t ht
          exact smul_ne_zero ht hq
      exact tendsto_nhds_unique (tendsto_along_ray Z ε q) (hL.comp hray)
    ext a i
    by_contra hz
    have hz' : Z a i ≠ 0 := hz
    -- a wavevector orthogonal to the charge column `i`
    obtain ⟨q, hq, h0⟩ : ∃ q : n → ℝ, q ≠ 0 ∧ (q ᵥ* Z) i = 0 := by
      obtain ⟨b, hb⟩ := exists_ne a
      refine ⟨Pi.single a (Z b i) - Pi.single b (Z a i), fun h => hz' ?_, ?_⟩
      · have hb' := congrFun h b
        simpa [Pi.single_apply, hb] using hb'
      · change (Pi.single a (Z b i) - Pi.single b (Z a i)) ⬝ᵥ (fun k => Z k i) = 0
        rw [sub_dotProduct, single_dotProduct, single_dotProduct]
        ring
    -- a wavevector parallel to that column
    have h1 : (fun k => Z k i) ≠ 0 := fun h => hz' (congrFun h a)
    have hpos : 0 < ((fun k => Z k i) ᵥ* Z) i := by
      change 0 < ∑ k, Z k i * Z k i
      exact Finset.sum_pos' (fun k _ => mul_self_nonneg _)
        ⟨a, Finset.mem_univ a, mul_self_pos.2 hz'⟩
    have E : nonAnalytic Z ε (fun k => Z k i) i i = nonAnalytic Z ε q i i := by
      rw [hconst _ h1, hconst _ hq]
    simp only [nonAnalytic, Matrix.of_apply, h0, mul_zero, zero_div] at E
    exact (div_pos (mul_pos hpos hpos) (hε _ h1)).ne' E
  · rintro rfl
    have h : nonAnalytic (0 : Matrix n m ℝ) ε = fun _ => 0 := by
      ext q i j
      simp [nonAnalytic]
    exact ⟨0, by rw [h]; exact tendsto_const_nhds⟩

/-- The matrix `q qᵀ / (qᵀ q)` in the plane, with domain `q ≠ 0`. -/
def directionProjector (q : Fin 2 → ℝ) : Matrix (Fin 2) (Fin 2) ℝ :=
  (q ⬝ᵥ q)⁻¹ • Matrix.vecMulVec q q

/-- In the plane, `q qᵀ / (qᵀ q)` is positive semidefinite for `q ≠ 0`, invariant under nonzero
scaling of `q`, and has no limit as `q` tends to zero. -/
theorem directionProjector_discontinuous :
    (∀ q, q ≠ 0 → (directionProjector q).PosSemidef) ∧
    (∀ (c : ℝ) (q : Fin 2 → ℝ), c ≠ 0 → q ≠ 0 →
      directionProjector (c • q) = directionProjector q) ∧
    ¬ ∃ L, Tendsto directionProjector (𝓝[≠] 0) (𝓝 L) := by
  -- this is the case of unit charges and unit dielectric tensor
  have h : directionProjector = nonAnalytic 1 1 := by
    ext q i j
    simp [directionProjector, nonAnalytic, Matrix.vecMulVec_apply, div_eq_inv_mul]
  have hε : ∀ q : Fin 2 → ℝ, q ≠ 0 → 0 < q ⬝ᵥ (1 : Matrix (Fin 2) (Fin 2) ℝ) *ᵥ q := by
    intro q hq
    rw [Matrix.one_mulVec]
    exact lt_of_le_of_ne (Finset.sum_nonneg fun i _ => mul_self_nonneg (q i))
      (Ne.symm (mt dotProduct_self_eq_zero.1 hq))
  rw [h]
  exact ⟨fun q hq => nonAnalytic_posSemidef 1 hε hq,
    fun c q hc _ => nonAnalytic_smul 1 1 hc q,
    fun hL => one_ne_zero ((limit_exists_iff 1 hε).1 hL)⟩

/-- In one dimension with nonzero dielectric constant, the non-analytic term does have a limit
at the zone centre, namely the matrix `L` with `ε L_ij = Z_i Z_j`. -/
theorem tendsto_one_dim (Z : Matrix (Fin 1) m ℝ) (ε : Matrix (Fin 1) (Fin 1) ℝ)
    (hε : ε 0 0 ≠ 0) (L : Matrix m m ℝ) (hL : ∀ i j, ε 0 0 * L i j = Z 0 i * Z 0 j) :
    Tendsto (nonAnalytic Z ε) (𝓝[≠] 0) (𝓝 L) := by
  refine tendsto_const_nhds.congr' ?_
  filter_upwards [self_mem_nhdsWithin] with q hq
  have hq' : q ≠ 0 := hq
  have h0 : q 0 ≠ 0 := fun h => hq' (funext fun k => by
    rw [Subsingleton.elim k 0]
    exact h)
  ext i j
  simp only [nonAnalytic, Matrix.of_apply, Matrix.vecMul, Matrix.mulVec, dotProduct,
    Fin.sum_univ_one]
  rw [eq_div_iff (mul_ne_zero h0 (mul_ne_zero hε h0))]
  linear_combination (q 0) ^ 2 * hL i j

end

end BornChargeNonAnalytic
```

```lean
#print axioms BornChargeNonAnalytic.limit_exists_iff
-- 'BornChargeNonAnalytic.limit_exists_iff' depends on axioms: [propext, Classical.choice, Quot.sound]
#print axioms BornChargeNonAnalytic.directionProjector_discontinuous
-- 'BornChargeNonAnalytic.directionProjector_discontinuous' depends on axioms: [propext, Classical.choice, Quot.sound]
#print axioms BornChargeNonAnalytic.tendsto_one_dim
-- 'BornChargeNonAnalytic.tendsto_one_dim' depends on axioms: [propext, Classical.choice, Quot.sound]
```

## The long-wavelength field in a polar crystal

In a polar insulator, a long-wavelength lattice vibration can carry a macroscopic electric field. The field acts back on the ions and adds a term to the harmonic force constants. That term depends on the direction of the wavevector q even when its length goes to zero, and it is the source of the splitting between longitudinal and transverse optical modes.

The index type `n` labels field directions, and `m` labels displacement coordinates, that is, atom and Cartesian component together. The entry `Z a i` is the Born charge, usually written Z*, that couples field direction a to displacement i. The row vector `q ᵥ* Z` has components

(q·Z)_i = Σ_a q_a Z_ai,

and `q ⬝ᵥ ε *ᵥ q` is q·εq. The tensor ε stands for the electronic, clamped-ion response, often written ε∞. Its positivity, the hypothesis `hε`, says that the electrons of a stable insulator give a positive dielectric constant in every direction. Symmetry of ε is not assumed.

The units set 4π/Ω = 1, where Ω is the cell volume, and the masses are left out, so `nonAnalytic` is a force-constant term and not yet a dynamical matrix. The formula is taken as the definition. The step from a real crystal to it, namely that the long-range Coulomb part of the force constants approaches this form at small q, is assumed. The form belongs to bulk electrostatics, so the case of two dimensions does not describe an isolated monolayer.

## What the theorems say

`limit_exists_iff` is the main equivalence. `Nontrivial n` means at least two field directions, and `𝓝[≠] 0` means that q approaches zero through nonzero vectors, from all directions at once. Convergence of matrices is entry by entry. The value at q = 0, where Lean evaluates 0/0 as 0, therefore plays no part.

`nonAnalytic_posSemidef` says that N(q) is positive semidefinite for q ≠ 0, so the field never lowers the harmonic energy. `nonAnalytic_smul` says that N(cq) = N(q) for c ≠ 0, and `tendsto_along_ray` says that the limit along the line through q is N(q).

`directionProjector_discontinuous` collects positivity, scale invariance and the missing limit for q qᵀ/(qᵀq) on the plane. `tendsto_one_dim` treats a single field direction with nonzero ε, where the limit is Z_i Z_j/ε for any charges. The equivalence thus fails in one dimension as soon as some charge is nonzero.

For phonon calculations in the harmonic approximation, where this bulk term is added to a part that is continuous at q = 0, the result means that the q → 0 limit of the full force constants needs a stated direction of approach when some Born charge is nonzero. The force constants calculated at q = 0 with zero macroscopic field leave this term out and need no direction.

## Why the direction survives the limit

Write u = q·Z and s = q·εq. For a displacement pattern x,

x·N(q)x = Σ_ij x_i u_i u_j x_j / s = (u·x)²/s.

This is nonnegative when q ≠ 0, because then s > 0. Since N(q) is also symmetric, it is positive semidefinite.

Replacing q by cq with c ≠ 0 turns u into cu and s into c²s, so

N(cq)_ij = c² u_i u_j / (c² s) = N(q)_ij.

Hence N(tq) = N(q) for every t ≠ 0, and the limit as t → 0 is N(q).

Now suppose that a full limit L exists. It must agree with the limit along every line, so N(q) = L for all q ≠ 0. Suppose also that some charge Z_ai is nonzero, and let z be column i of Z, with components z_k = Z_ki. Choose a second direction b ≠ a and, with unit vectors e_a and e_b, set

q = Z_bi e_a − Z_ai e_b.

Its b component is −Z_ai, so q ≠ 0. It is orthogonal to z:

q·z = Z_bi Z_ai − Z_ai Z_bi = 0.

Therefore N(q)_ii = 0. At the wavevector z, on the other hand,

N(z)_ii = (z·z)²/(z·εz) > 0.

Both entries should equal L_ii, which is a contradiction, so every charge vanishes. Conversely, Z = 0 makes N identically zero, and the limit is 0.

For Z = ε = 1 in the plane, N(q) = q qᵀ/(qᵀq). It equals diag(1, 0) along the first axis and diag(0, 1) along the second. Read as a single ion of charge 1 per cell, this example is not a neutral crystal; it can be read instead as the term for the relative displacement of two ions with charges 1 and −1. In one dimension there is no orthogonal direction to choose, and q cancels:

N(q)_ij = q² Z_i Z_j / (q² ε) = Z_i Z_j / ε.

## The same steps in Lean

`quadratic_form` names the vector u and the number s by `generalize`, expands the square as a double sum and compares the terms. `nonAnalytic_posSemidef` adds the symmetry of N and the sign of the quotient. In `nonAnalytic_smul`, the auxiliary identity `key` cancels c². The ray limit follows because the function of t is constant away from t = 0.

Inside `limit_exists_iff`, `hray` shows that tq tends to zero while staying nonzero. Composing it with the assumed limit and applying `tendsto_nhds_unique` gives `hconst`, the statement N(q) = L. The orthogonal wavevector is built from two `Pi.single` vectors, which are the multiples of e_a and e_b above. `hpos` proves z·z > 0, and `E` equates the two diagonal entries, one zero and one positive.

The planar theorem first identifies `directionProjector` with `nonAnalytic 1 1` and checks that q·q > 0 for q ≠ 0. A limit would then force the unit charge matrix to be zero, which `one_ne_zero` rules out. In `tendsto_one_dim`, the denominator is cleared and the defining relation for L, multiplied by q², closes the goal.
